# In a finite basis of real orbitals, a spin-½ matrix is time-reversal invariant exactly when its orbital components along 1, iσx, iσy and iσz are real

The theorem concerns an arbitrary complex matrix H, not assumed Hermitian, acting on one spin-½ and a finite set of orbitals. The orbitals are taken to be real, so that each is unchanged by time reversal, and the spin basis is the usual one in which σz is diagonal. Time reversal then sends H to (σy⊗1) H* (σy⊗1), where H* is the entrywise complex conjugate. The claim is that H is unchanged by this map if and only if H = 1⊗A0 + iσx⊗Ax + iσy⊗Ay + iσz⊗Az for some real orbital matrices A0, Ax, Ay and Az. The attempt first computes how time reversal exchanges the four spin blocks. It then reads the real matrices off the two upper blocks of an invariant H, and proves the converse by comparing blocks.

The failing Lean file:

```lean
import Mathlib

open Matrix
open scoped Kronecker

namespace TimeReverseEqSelfIff

noncomputable section

variable {n : Type*}

/-- The Pauli matrix `σx`. -/
def σx : Matrix (Fin 2) (Fin 2) ℂ := !![0, 1; 1, 0]

/-- The Pauli matrix `σy`. -/
def σy : Matrix (Fin 2) (Fin 2) ℂ := !![0, -Complex.I; Complex.I, 0]

/-- The Pauli matrix `σz`. -/
def σz : Matrix (Fin 2) (Fin 2) ℂ := !![1, 0; 0, -1]

/-- The matrix `1⊗A0 + iσx⊗Ax + iσy⊗Ay + iσz⊗Az` with real orbital matrices. -/
def quat (A0 Ax Ay Az : Matrix n n ℝ) : Matrix (Fin 2 × n) (Fin 2 × n) ℂ :=
  (1 : Matrix (Fin 2) (Fin 2) ℂ) ⊗ₖ (A0.map Complex.ofRealHom)
    + (Complex.I • σx) ⊗ₖ (Ax.map Complex.ofRealHom)
    + (Complex.I • σy) ⊗ₖ (Ay.map Complex.ofRealHom)
    + (Complex.I • σz) ⊗ₖ (Az.map Complex.ofRealHom)

/-- Two spin-orbital matrices are equal iff their four spin blocks are equal. -/
theorem spin_ext {M N : Matrix (Fin 2 × n) (Fin 2 × n) ℂ} :
    M = N ↔ ∀ i j, M (0, i) (0, j) = N (0, i) (0, j) ∧ M (0, i) (1, j) = N (0, i) (1, j) ∧
      M (1, i) (0, j) = N (1, i) (0, j) ∧ M (1, i) (1, j) = N (1, i) (1, j) := by
  constructor
  · rintro rfl i j
    exact ⟨rfl, rfl, rfl, rfl⟩
  · intro h
    ext ⟨a, i⟩ ⟨b, j⟩
    fin_cases a <;> fin_cases b
    exacts [(h i j).1, (h i j).2.1, (h i j).2.2.1, (h i j).2.2.2]

/-- The spin blocks are `A0 + iAz`, `Ay + iAx`, `-Ay + iAx` and `A0 - iAz`. -/
theorem quat_entries (A0 Ax Ay Az : Matrix n n ℝ) (i j : n) :
    quat A0 Ax Ay Az (0, i) (0, j) = (A0 i j : ℂ) + Az i j * Complex.I ∧
    quat A0 Ax Ay Az (0, i) (1, j) = (Ay i j : ℂ) + Ax i j * Complex.I ∧
    quat A0 Ax Ay Az (1, i) (0, j) = -(Ay i j : ℂ) + Ax i j * Complex.I ∧
    quat A0 Ax Ay Az (1, i) (1, j) = (A0 i j : ℂ) - Az i j * Complex.I := by
  refine ⟨?_, ?_, ?_, ?_⟩ <;> simp [quat, σx, σy, σz, Matrix.kroneckerMap_apply] <;> ring

variable [Fintype n]

variable [DecidableEq n]

/-- Time reversal of an operator: `H ↦ (σy⊗1) conj(H) (σy⊗1)`. -/
def timeReverse (H : Matrix (Fin 2 × n) (Fin 2 × n) ℂ) : Matrix (Fin 2 × n) (Fin 2 × n) ℂ :=
  (σy ⊗ₖ (1 : Matrix n n ℂ)) * H.map (starRingEnd ℂ) * (σy ⊗ₖ (1 : Matrix n n ℂ))

/-- A matrix is invariant under time reversal iff it is `1⊗A0 + Σ iσk⊗Ak` with real
`A0`, `Ax`, `Ay`, `Az`. -/
theorem timeReverse_eq_self_iff (H : Matrix (Fin 2 × n) (Fin 2 × n) ℂ) :
    timeReverse H = H ↔ ∃ A0 Ax Ay Az : Matrix n n ℝ, H = quat A0 Ax Ay Az := by
  -- time reversal exchanges the spin blocks
  have e : ∀ i j, timeReverse H (0, i) (0, j) = starRingEnd ℂ (H (1, i) (1, j)) ∧
      timeReverse H (0, i) (1, j) = -starRingEnd ℂ (H (1, i) (0, j)) ∧
      timeReverse H (1, i) (0, j) = -starRingEnd ℂ (H (0, i) (1, j)) ∧
      timeReverse H (1, i) (1, j) = starRingEnd ℂ (H (0, i) (0, j)) := by
    intro i j
    refine ⟨?_, ?_, ?_, ?_⟩ <;>
      simp [timeReverse, σy, Matrix.mul_apply, Fintype.sum_prod_type, Fin.sum_univ_two,
        Matrix.kroneckerMap_apply, Matrix.one_apply] <;>
      apply Complex.ext <;> simp
  constructor
  · intro h
    refine ⟨fun i j => (H (0, i) (0, j)).re, fun i j => (H (0, i) (1, j)).im,
      fun i j => (H (0, i) (1, j)).re, fun i j => (H (0, i) (0, j)).im, ?_⟩
    rw [spin_ext]
    intro i j
    obtain ⟨-, -, h10, h11⟩ := spin_ext.1 h i j
    rw [(e i j).2.2.1] at h10
    rw [(e i j).2.2.2] at h11
    simp only [quat_entries]
    refine ⟨(Complex.re_add_im _).symm, (Complex.re_add_im _).symm, ?_, ?_⟩
    · rw [← h10]
      apply Complex.ext <;> simp
    · rw [← h11]
      apply Complex.ext <;> simp
  · rintro ⟨A0, Ax, Ay, Az, rfl⟩
    rw [spin_ext]
    intro i j
    obtain ⟨e1, e2, e3, e4⟩ := e i j
    rw [e1, e2, e3, e4]
    simp only [quat_entries]
    refine ⟨?_, ?_, ?_, ?_⟩ <;> apply Complex.ext <;> simp

end

end TimeReverseEqSelfIff
```

The compiler's answer:

```
Main.lean:79:4: error: `simp` made no progress

Note: The target expression is not type-correct under the `implicit` transparency level, which may have triggered the failure. This is usually caused by unfolding of semireducible definitions in prior tactic steps. Use `set_option linter.tacticCheckInstances true` to investigate the source of the issue.
Full error:
  function expected
    H (0, i)
```

The mended proof, as a diff:

```diff
@@ -70,6 +70,8 @@
   constructor
   · intro h
-    refine ⟨fun i j => (H (0, i) (0, j)).re, fun i j => (H (0, i) (1, j)).im,
-      fun i j => (H (0, i) (1, j)).re, fun i j => (H (0, i) (0, j)).im, ?_⟩
+    refine ⟨Matrix.of fun i j => (H (0, i) (0, j)).re,
+      Matrix.of fun i j => (H (0, i) (1, j)).im,
+      Matrix.of fun i j => (H (0, i) (1, j)).re,
+      Matrix.of fun i j => (H (0, i) (0, j)).im, ?_⟩
     rw [spin_ext]
     intro i j
@@ -77,5 +79,5 @@
     rw [(e i j).2.2.1] at h10
     rw [(e i j).2.2.2] at h11
-    simp only [quat_entries]
+    simp only [quat_entries, Matrix.of_apply]
     refine ⟨(Complex.re_add_im _).symm, (Complex.re_add_im _).symm, ?_, ?_⟩
     · rw [← h10]
```

What went wrong. The error is at `simp only [quat_entries]` in the forward direction, which rewrites nothing. The four real matrices had been supplied as bare functions `fun i j => ...`, whose type is `n → n → ℝ`, while `quat_entries` expects arguments of type `Matrix n n ℝ`. The two types agree only once the definition of `Matrix` is unfolded. `refine` accepts that, but `simp` works at a stricter transparency and could not apply the lemma. In the converse, where the arguments are variables declared as matrices, the same call draws no error.

Lean's note points to this kind of mismatch, though the term it prints, `H (0, i)`, is an application of `H` that also occurs in the repaired file.

Wrapping each function in `Matrix.of` gives it the type `Matrix n n ℝ`, so `quat_entries` applies. Adding `Matrix.of_apply` to the `simp only` call then turns the entries of the wrapped matrices back into the real and imaginary parts of entries of `H`, the form in which the following steps use them.
